# A continuous active projector has constant rank on a connected region of geometries

Let X be the space of geometries and S a connected region in it. To each geometry x in S an orbital selection assigns an n × n matrix P(x), real or complex, with

P(x)² = P(x).

This is the active projector, and its rank is the active-space dimension. Symmetry is not required, so projectors written in a non-orthogonal basis are included. The number of basis functions is finite and the same at all geometries, and continuity means continuity of the matrix entries within S.

In Lean, `𝕜` is the scalar field, the finite type `n` labels the basis functions, and `IsIdempotentElem` states P² = P.

```lean
import Mathlib

open Matrix Topology

namespace ActiveProjectorContinuity

noncomputable section

variable {𝕜 n X : Type*} [RCLike 𝕜] [Fintype n] [DecidableEq n] [TopologicalSpace X]
```

## A matrix that carries one active space into another

For projectors P and Q, define

W(P, Q) = QP + (1 − Q)(1 − P).

The first term sends active orbitals of P into the active space of Q; the second sends inactive orbitals of P into the inactive space of Q.

```lean
/-- The matrix `Q P + (1 - Q) (1 - P)` formed from two square matrices `P` and `Q`. -/
def intertwiner (P Q : Matrix n n 𝕜) : Matrix n n 𝕜 :=
  Q * P + (1 - Q) * (1 - P)
```

Multiply by P on the right and by Q on the left:

WP = QP² + (1 − Q)(P − P²) = QP
QW = Q²P + (Q − Q²)(1 − P) = QP

Hence WP = QW. In the code, `noncomm_ring` expands the products and idempotency removes the differences.

```lean
/-- For idempotent `P` and `Q`, the intertwiner `W` satisfies `W P = Q W`. -/
theorem intertwiner_mul {P Q : Matrix n n 𝕜} (hP : IsIdempotentElem P)
    (hQ : IsIdempotentElem Q) : intertwiner P Q * P = Q * intertwiner P Q := by
  have h1 : intertwiner P Q * P = Q * P := by
    calc intertwiner P Q * P = Q * (P * P) + (1 - Q) * (P - P * P) := by
          unfold intertwiner; noncomm_ring
      _ = Q * P := by rw [hP.eq, sub_self, mul_zero, add_zero]
  have h2 : Q * intertwiner P Q = Q * P := by
    calc Q * intertwiner P Q = (Q * Q) * P + (Q - Q * Q) * (1 - P) := by
          unfold intertwiner; noncomm_ring
      _ = Q * P := by rw [hQ.eq, sub_self, zero_mul, add_zero]
  rw [h1, h2]
```

For Q = P,

W(P, P) = P² + (1 − P)² = 1 − 2P + 2P² = 1.

```lean
/-- The intertwiner of a projector with itself is the identity. -/
theorem intertwiner_self {P : Matrix n n 𝕜} (hP : IsIdempotentElem P) :
    intertwiner P P = 1 := by
  calc intertwiner P P = 1 - P - P + P * P + P * P := by
        unfold intertwiner; noncomm_ring
    _ = 1 := by rw [hP.eq]; abel
```

Multiplication by an invertible matrix preserves rank. If det W ≠ 0, then

rank P = rank(WP) = rank(QW) = rank Q.

```lean
/-- Two projectors whose intertwiner is invertible have active spaces of equal dimension. -/
theorem rank_eq_of_det_ne_zero {P Q : Matrix n n 𝕜} (hP : IsIdempotentElem P)
    (hQ : IsIdempotentElem Q) (h : (intertwiner P Q).det ≠ 0) : P.rank = Q.rank := by
  have hu : IsUnit (intertwiner P Q).det := isUnit_iff_ne_zero.mpr h
  calc P.rank = (intertwiner P Q * P).rank :=
        (Matrix.rank_mul_eq_right_of_isUnit_det _ _ hu).symm
    _ = (Q * intertwiner P Q).rank := by rw [intertwiner_mul hP hQ]
    _ = Q.rank := Matrix.rank_mul_eq_left_of_isUnit_det _ _ hu
```

## Constant dimension near a point of continuity

Fix x in S, suppose that P is continuous there, and set

d(y) = det W(P(x), P(y)).

The determinant is a polynomial in the matrix entries, so d is continuous at x. Since d(x) = 1, d(y) ≠ 0 for all y in S close enough to x, and there the ranks agree. The notation `∀ᶠ y in 𝓝[S] x` says "for all y in S sufficiently near x".

```lean
/-- If the active projector is continuous within `S` at a geometry `x` of `S`, the active-space
dimension at all geometries of `S` sufficiently near `x` is the same as at `x`. -/
theorem rank_eventually_eq {P : X → Matrix n n 𝕜} {S : Set X} {x : X} (hx : x ∈ S)
    (hP : ∀ y ∈ S, IsIdempotentElem (P y)) (hc : ContinuousWithinAt P S x) :
    ∀ᶠ y in 𝓝[S] x, (P y).rank = (P x).rank := by
  have hW : Continuous fun M : Matrix n n 𝕜 => (intertwiner (P x) M).det :=
    ((continuous_id.matrix_mul continuous_const).add
      ((continuous_const.sub continuous_id).matrix_mul continuous_const)).matrix_det
  have hd : Filter.Tendsto (fun y => (intertwiner (P x) (P y)).det) (𝓝[S] x)
      (𝓝 (intertwiner (P x) (P x)).det) := (hW.tendsto (P x)).comp hc
  -- the determinant equals one at `x`, so it stays away from zero nearby
  have h1 : (intertwiner (P x) (P x)).det ≠ 0 := by
    rw [intertwiner_self (hP x hx), Matrix.det_one]
    exact one_ne_zero
  have hev : ∀ᶠ y in 𝓝[S] x, (intertwiner (P x) (P y)).det ≠ 0 :=
    hd (isOpen_ne.mem_nhds h1)
  filter_upwards [hev, self_mem_nhdsWithin] with y hy hyS
  exact (rank_eq_of_det_ne_zero (hP x hx) (hP y hyS) hy).symm
```

## A change of dimension forces a discontinuity

Suppose that the ranks at a and b differ. If every point of S had a neighbourhood in S on which the rank was constant, connectedness would make the rank constant on all of S, a contradiction. So at some x the rank changes arbitrarily nearby, which is written `∃ᶠ`. By the previous step, P cannot be continuous at that x.

The proof turns on `IsPreconnected.constant`, called as `hS.constant`: a continuous map from a preconnected set to a discrete space is constant. The rank takes values in the natural numbers, which are discrete, so local constancy is exactly continuity. `Filter.Tendsto.congr'` makes that conversion.

```lean
/-- If the active-space dimension differs at two geometries of a connected region, then at some
geometry of the region the projector is discontinuous and the dimension changes arbitrarily
nearby. -/
theorem exists_dimension_jump {P : X → Matrix n n 𝕜} {S : Set X} (hS : IsPreconnected S)
    (hP : ∀ x ∈ S, IsIdempotentElem (P x)) {a b : X} (ha : a ∈ S) (hb : b ∈ S)
    (hab : (P a).rank ≠ (P b).rank) :
    ∃ x ∈ S, ¬ ContinuousWithinAt P S x ∧ ∃ᶠ y in 𝓝[S] x, (P y).rank ≠ (P x).rank := by
  have key : ∃ x ∈ S, ∃ᶠ y in 𝓝[S] x, (P y).rank ≠ (P x).rank := by
    by_contra hno
    apply hab
    -- otherwise the dimension is a continuous integer on a connected set
    refine hS.constant (f := fun x => (P x).rank) (fun x hx => ?_) ha hb
    have he : ∀ᶠ y in 𝓝[S] x, (P y).rank = (P x).rank := by
      by_contra hc
      exact hno ⟨x, hx, Filter.not_eventually.mp hc⟩
    have he' : (fun _ => (P x).rank) =ᶠ[𝓝[S] x] fun y => (P y).rank :=
      he.mono fun _ h => h.symm
    exact Filter.Tendsto.congr' he' tendsto_const_nhds
  obtain ⟨x, hx, hf⟩ := key
  refine ⟨x, hx, fun hc => ?_, hf⟩
  obtain ⟨y, hy, hy'⟩ := (hf.and_eventually (rank_eventually_eq hx hP hc)).exists
  exact hy hy'
```

If P is continuous throughout S, no such x exists, and the rank is the same everywhere.

```lean
/-- A continuous family of projectors over a connected region of geometries has constant
active-space dimension. -/
theorem rank_constant {P : X → Matrix n n 𝕜} {S : Set X} (hS : IsPreconnected S)
    (hP : ∀ x ∈ S, IsIdempotentElem (P x)) (hc : ContinuousOn P S) {a b : X}
    (ha : a ∈ S) (hb : b ∈ S) : (P a).rank = (P b).rank := by
  by_contra hab
  obtain ⟨x, hx, hx', -⟩ := exists_dimension_jump hS hP ha hb hab
  exact hx' (hc x hx)
```

For n = 1 the only projectors are 0 and 1, and W is 1 when they agree and 0 when they differ. The theorem then says that a continuous function with values 0 and 1 is constant on a connected set.

## The orbital that is lost

Let rank Q < rank P. Restricted to the range of P, Q maps into a space of smaller dimension, so it annihilates some v ≠ 0 in that range. Writing v = Pu gives

Pv = P²u = Pu = v, Qv = 0.

```lean
omit [DecidableEq n] in
/-- If `P` has the larger active space, some nonzero orbital is kept unchanged by `P` and
annihilated by `Q`. -/
theorem exists_lost_orbital {P Q : Matrix n n 𝕜} (hP : IsIdempotentElem P)
    (h : Q.rank < P.rank) : ∃ v : n → 𝕜, v ≠ 0 ∧ P *ᵥ v = v ∧ Q *ᵥ v = 0 := by
  unfold Matrix.rank at h
  -- `Q` maps the range of `P` into a space of smaller dimension
  let f : LinearMap.range P.mulVecLin →ₗ[𝕜] LinearMap.range Q.mulVecLin :=
    Q.mulVecLin.rangeRestrict ∘ₗ (LinearMap.range P.mulVecLin).subtype
  have hf : LinearMap.ker f ≠ ⊥ := LinearMap.ker_ne_bot_of_finrank_lt h
  obtain ⟨v, hv, hv0⟩ := Submodule.exists_mem_ne_zero_of_ne_bot hf
  obtain ⟨u, hu⟩ := v.2
  refine ⟨v.1, fun h0 => hv0 (Subtype.ext h0), ?_, ?_⟩
  · rw [← hu, Matrix.mulVecLin_apply, Matrix.mulVec_mulVec, hP.eq]
  · have h0 := congrArg Subtype.val (LinearMap.mem_ker.mp hv)
    exact h0
```

On a real interval [a, b] with different ranks at the ends, take t to be a point where the rank jumps, as supplied by the previous section. Within any distance δ > 0 of t there is an s with a different rank, and the dimension count applies to whichever projector has the larger one. The orbital v may depend on s. Since (P(s) − P(t))v = ±v, the two projectors do not approach each other as δ shrinks.

```lean
/-- If the active-space dimension differs at the ends of an interval, then arbitrarily close to
some geometry `t` there is a geometry `s` and a nonzero orbital that is kept by the projector at
one of the two and annihilated by the projector at the other. -/
theorem orbital_jump_on_interval {P : ℝ → Matrix n n 𝕜} {a b : ℝ} (hab : a ≤ b)
    (hP : ∀ t ∈ Set.Icc a b, IsIdempotentElem (P t)) (hr : (P a).rank ≠ (P b).rank) :
    ∃ t ∈ Set.Icc a b, ∀ δ > 0, ∃ s ∈ Set.Icc a b, |s - t| < δ ∧ ∃ v : n → 𝕜, v ≠ 0 ∧
      ((P s *ᵥ v = v ∧ P t *ᵥ v = 0) ∨ (P t *ᵥ v = v ∧ P s *ᵥ v = 0)) := by
  obtain ⟨t, ht, -, hf⟩ := exists_dimension_jump isPreconnected_Icc hP
    (Set.left_mem_Icc.mpr hab) (Set.right_mem_Icc.mpr hab) hr
  refine ⟨t, ht, fun δ hδ => ?_⟩
  have hball : ∀ᶠ s in 𝓝[Set.Icc a b] t, s ∈ Metric.ball t δ :=
    mem_nhdsWithin_of_mem_nhds (Metric.ball_mem_nhds t hδ)
  have hmem : ∀ᶠ s in 𝓝[Set.Icc a b] t, s ∈ Set.Icc a b := self_mem_nhdsWithin
  obtain ⟨s, hne, hs, hsI⟩ := (hf.and_eventually (hball.and hmem)).exists
  rw [Metric.mem_ball, Real.dist_eq] at hs
  refine ⟨s, hsI, hs, ?_⟩
  rcases lt_or_gt_of_ne hne with h | h
  · obtain ⟨v, hv, h1, h2⟩ := exists_lost_orbital (hP t ht) h
    exact ⟨v, hv, Or.inr ⟨h1, h2⟩⟩
  · obtain ⟨v, hv, h1, h2⟩ := exists_lost_orbital (hP s hsI) h
    exact ⟨v, hv, Or.inl ⟨h1, h2⟩⟩
```

In projector embedding with a finite basis, a selection threshold that changes the number of active orbitals along a path therefore makes the projector jump, a possible source of steps in the embedded energy curve. The energy itself does not enter the theorems, and equal dimensions do not guarantee a continuous projector.

## A rotating orbital

The projector onto u(t) = (cos t, sin t) is P(t) = u(t)u(t)ᵀ.

```lean
/-- The projector onto the orbital `(cos t, sin t)` in a two-orbital space. -/
def rotatingProjector (t : ℝ) : Matrix (Fin 2) (Fin 2) ℝ :=
  !![Real.cos t ^ 2, Real.cos t * Real.sin t; Real.cos t * Real.sin t, Real.sin t ^ 2]
```

Idempotency follows from cos²t + sin²t = 1; the first entry of P², for example, is

cos⁴t + cos²t sin²t = cos²t.

The family is continuous, yet it turns diag(1, 0) at t = 0 into diag(0, 1) at t = π/2. Constant dimension thus leaves the active space free to rotate. Between these two projectors W = 0 although the ranks agree, so the determinant test is sufficient but not necessary.

```lean
/-- The rotating projector is idempotent at every angle, continuous, and not constant. -/
theorem rank_constant_witness :
    (∀ t, IsIdempotentElem (rotatingProjector t)) ∧ Continuous rotatingProjector ∧
      rotatingProjector 0 ≠ rotatingProjector (Real.pi / 2) := by
  refine ⟨fun t => ?_, ?_, fun h => ?_⟩
  · have h := Real.sin_sq_add_cos_sq t
    change rotatingProjector t * rotatingProjector t = rotatingProjector t
    unfold rotatingProjector
    generalize Real.cos t = c at *
    generalize Real.sin t = s at *
    have e1 : c ^ 2 * c ^ 2 + c * s * (c * s) = c ^ 2 := by linear_combination c ^ 2 * h
    have e2 : c ^ 2 * (c * s) + c * s * s ^ 2 = c * s := by linear_combination c * s * h
    have e3 : c * s * c ^ 2 + s ^ 2 * (c * s) = c * s := by linear_combination c * s * h
    have e4 : c * s * (c * s) + s ^ 2 * s ^ 2 = s ^ 2 := by linear_combination s ^ 2 * h
    rw [Matrix.mul_fin_two, e1, e2, e3, e4]
  · refine continuous_matrix fun i j => ?_
    fin_cases i <;> fin_cases j <;> simp [rotatingProjector] <;> fun_prop
  · have h0 := congrFun (congrFun h 0) 0
    simp [rotatingProjector] at h0

end

end ActiveProjectorContinuity
```

```lean
#print axioms ActiveProjectorContinuity.rank_constant
#print axioms ActiveProjectorContinuity.orbital_jump_on_interval
```

```
'ActiveProjectorContinuity.rank_constant' depends on axioms: [propext, Classical.choice, Quot.sound]
'ActiveProjectorContinuity.orbital_jump_on_interval' depends on axioms: [propext, Classical.choice, Quot.sound]
```
